# Berry connection and velocity matrix elements of a differentiable band frame

## Bands along a line in k-space

Let $k$ be a real parameter, with a prime denoting $d/dk$, and let $H(k)$ be a finite Hermitian matrix with differentiable entries. Its orthonormal eigenvectors $u_n(k)$ are assumed differentiable, with real energies $E_n(k)$:

$$H u_n = E_n u_n,\qquad \langle u_n,u_m\rangle=\delta_{nm}.$$

The bracket is conjugate-linear in its first argument. The Berry connection is

$$A_{nm}=i\langle u_n,u_m'\rangle .$$

In a solid, $H(k)$ can be a tight-binding Bloch Hamiltonian along one direction of k-space. If its Bloch sums carry the phases of the orbital positions, and the position operator is taken as diagonal in the orbitals, $H'/\hbar$ is the velocity matrix. For non-interacting electrons in such a finite model, the results below relate the interband position elements $A_{nm}$ of optical absorption to velocity elements.

## Three statements and their Lean form

1. The connection is Hermitian: $A_{nm}^*=A_{mn}$.
2. Velocity elements satisfy $\langle u_n,H'u_m\rangle=E_n'\delta_{nm}+i(E_n-E_m)A_{nm}$.
3. Under $u_n\to e^{i\theta_n}u_n$, with real differentiable $\theta_n(k)$, $A_{nn}$ becomes $A_{nn}-\theta_n'$, while $|A_{nm}|$ is unchanged for $n\ne m$.

The structure `BandFrame H E u` collects the assumptions. The finite type `ι` labels the basis orbitals and `β` labels the bands, which may be only part of the spectrum. The bracket is `star v ⬝ᵥ w`, `connection` is $A_{nm}$, and `velocity` is the entrywise derivative $H'$, without $1/\hbar$. The phase change is `rephase`.

Degenerate energies are allowed, but the differentiable eigenvectors are assumed, not constructed; a smooth Hermitian family can fail to have them at a crossing. The basis is orthonormal at every $k$, so overlap matrices do not appear. Phase changes act band by band and do not mix degenerate states. With one parameter there is no Berry curvature.

## Differentiating the eigenvalue problem

**Hermiticity.** The derivative of $\langle u_m,u_n\rangle=\delta_{mn}$ is

$$\langle u_m',u_n\rangle+\langle u_m,u_n'\rangle=0.$$

Hence $A_{nm}^*=-i\langle u_m',u_n\rangle=i\langle u_m,u_n'\rangle=A_{mn}$. In particular, $A_{nn}$ is real.

**Velocity elements.** Since $E_m=\langle u_m,Hu_m\rangle$, the energy is differentiable. Differentiating $Hu_m=E_mu_m$ gives

$$H'u_m+Hu_m'=E_m'u_m+E_mu_m'.$$

Project on $u_n$ and let $H$ act to the left:

$$\langle u_n,H'u_m\rangle=E_m'\delta_{nm}-(E_n-E_m)\langle u_n,u_m'\rangle .$$

Inserting $\langle u_n,u_m'\rangle=-iA_{nm}$ gives the second statement. If $E_n\ne E_m$, it can be solved for the connection:

$$A_{nm}=\frac{\langle u_n,H'u_m\rangle}{i(E_n-E_m)} .$$

**Phase change.** Let $\tilde u_m=e^{i\theta_m}u_m$, so that $\tilde u_m'=e^{i\theta_m}(u_m'+i\theta_m'u_m)$. Then

$$\tilde A_{nm}=e^{i(\theta_m-\theta_n)}\left(A_{nm}-\theta_m'\delta_{nm}\right).$$

Setting $n=m$ gives the diagonal shift; taking moduli for $n\ne m$ gives the invariance.

**Generalized derivative.** For $n\ne m$ and $A_{nm}$ differentiable at the point considered, define

$$D_{nm}=A_{nm}'-i(A_{nn}-A_{mm})A_{nm}.$$

With $\varphi=\theta_m-\theta_n$, we have $\tilde A_{nm}'=e^{i\varphi}(A_{nm}'+i\varphi'A_{nm})$, while $\tilde A_{nn}-\tilde A_{mm}=A_{nn}-A_{mm}+\varphi'$. The two terms in $\varphi'$ cancel, leaving $\tilde D_{nm}=e^{i\varphi}D_{nm}$.

## A two-band model at k = 0

Take

$$H(k)=k\,\mathbb 1+\begin{pmatrix}\cos2k&\sin2k\\ \sin2k&-\cos2k\end{pmatrix},$$

with energies $E_0=k+1$, $E_1=k-1$ and states $u_0=(\cos k,\sin k)$, $u_1=(-\sin k,\cos k)$. At $k=0$,

$$H'(0)=\begin{pmatrix}1&2\\2&1\end{pmatrix},\qquad A_{01}=\frac{2}{i\cdot2}=-i .$$

Directly, $u_1'(0)=(-1,0)$ also gives $A_{01}=i\cdot(-1)=-i$.

Now choose $\theta_0=0$ and $\theta_1=3k$. At $k=0$, $A_{11}$ changes from $0$ to $-3$, while $|A_{01}|$ stays $1$. The ordinary derivative of $A_{01}$ changes from $0$ to $3$, but the generalized derivative remains $3-i(0+3)(-i)=0$.

## Interband elements in a band-structure code

A numerical diagonalisation does not guarantee consistent eigenvector phases at neighbouring k-points, so raw finite differences need not approximate $u_m'$. The velocity formula needs data at only one k-point. With eigenvectors as columns of `U`, a code forms `V = U† H' U` and divides each off-diagonal `V[n,m]` by `i(E[n]-E[m])`. For a nondegenerate spectrum, the arbitrary phases drop out of $|A_{nm}|^2$, which enters the independent-particle absorption strength. Degenerate and near-degenerate pairs need separate care because the denominator is zero or small.

## The complete Lean file

```lean
import Mathlib

open Matrix

noncomputable section

namespace InterbandConnection

variable {ι β : Type*} [Fintype ι] [DecidableEq β]

/-- A differentiable Hermitian family `H k` with differentiable orthonormal eigenvectors `u n k`
and real band energies `E n k`. -/
structure BandFrame (H : ℝ → Matrix ι ι ℂ) (E : β → ℝ → ℝ) (u : β → ℝ → ι → ℂ) : Prop where
  hermitian : ∀ k, (H k).IsHermitian
  diff_H : ∀ i j, Differentiable ℝ (fun k => H k i j)
  diff_u : ∀ n, Differentiable ℝ (u n)
  orthonormal : ∀ k n m, star (u n k) ⬝ᵥ u m k = if n = m then 1 else 0
  eigen : ∀ n k, H k *ᵥ u n k = (E n k : ℂ) • u n k

/-- The velocity matrix `H'(k)`, the entrywise derivative of the Hamiltonian. -/
def velocity (H : ℝ → Matrix ι ι ℂ) (k : ℝ) : Matrix ι ι ℂ :=
  Matrix.of fun i j => deriv (fun t => H t i j) k

/-- The Berry connection `A_nm = i ⟨u_n, u_m'⟩`. -/
def connection (u : β → ℝ → ι → ℂ) (n m : β) (k : ℝ) : ℂ :=
  Complex.I * (star (u n k) ⬝ᵥ deriv (u m) k)

/-- The change of phase `u_n → exp(i θ_n) u_n`. -/
def rephase (θ : β → ℝ → ℝ) (u : β → ℝ → ι → ℂ) : β → ℝ → ι → ℂ :=
  fun n k => Complex.exp (Complex.I * (θ n k : ℂ)) • u n k

/-- The generalized derivative `A_nm' - i (A_nn - A_mm) A_nm` of the connection. -/
def generalizedDeriv (u : β → ℝ → ι → ℂ) (n m : β) (k : ℝ) : ℂ :=
  deriv (connection u n m) k
    - Complex.I * (connection u n n k - connection u m m k) * connection u n m k

/-- Product rule for the overlap of two moving states. -/
theorem hasDerivAt_overlap {v w : ℝ → ι → ℂ} {v' w' : ι → ℂ} {k : ℝ}
    (hv : HasDerivAt v v' k) (hw : HasDerivAt w w' k) :
    HasDerivAt (fun t => star (v t) ⬝ᵥ w t) (star v' ⬝ᵥ w k + star (v k) ⬝ᵥ w') k := by
  have h : HasDerivAt (fun t => ∑ i, star (v t i) * w t i)
      (∑ i, (star (v' i) * w k i + star (v k i) * w' i)) k :=
    HasDerivAt.fun_sum fun i _ => (hasDerivAt_pi.1 hv i).star.fun_mul (hasDerivAt_pi.1 hw i)
  simpa only [dotProduct, Pi.star_apply, Finset.sum_add_distrib] using h

variable {H : ℝ → Matrix ι ι ℂ} {E : β → ℝ → ℝ} {u : β → ℝ → ι → ℂ}

/-- Product rule for the Hamiltonian acting on a band state. -/
theorem BandFrame.hasDerivAt_apply (F : BandFrame H E u) (m : β) (k : ℝ) :
    HasDerivAt (fun t => H t *ᵥ u m t)
      (velocity H k *ᵥ u m k + H k *ᵥ deriv (u m) k) k := by
  refine hasDerivAt_pi.2 fun i => ?_
  have h : HasDerivAt (fun t => ∑ j, H t i j * u m t j)
      (∑ j, (velocity H k i j * u m k j + H k i j * deriv (u m) k j)) k :=
    HasDerivAt.fun_sum fun j _ =>
      (F.diff_H i j k).hasDerivAt.fun_mul (hasDerivAt_pi.1 (F.diff_u m k).hasDerivAt j)
  simpa only [Matrix.mulVec, dotProduct, Pi.add_apply, Finset.sum_add_distrib] using h

/-- The band energies are differentiable. -/
theorem BandFrame.differentiable_energy (F : BandFrame H E u) (n : β) :
    Differentiable ℝ (E n) := by
  -- the energy is the expectation value of the Hamiltonian
  have hE : E n = fun t => Complex.reCLM (star (u n t) ⬝ᵥ (H t *ᵥ u n t)) := by
    funext t
    rw [F.eigen, dotProduct_smul, F.orthonormal]
    simp
  rw [hE]
  exact fun k => Complex.reCLM.differentiableAt.comp k
    (hasDerivAt_overlap (F.diff_u n k).hasDerivAt (F.hasDerivAt_apply n k)).differentiableAt

/-- The Hamiltonian acts to the left on a band state by its energy. -/
theorem BandFrame.eigen_left (F : BandFrame H E u) (n : β) (k : ℝ) (w : ι → ℂ) :
    star (u n k) ⬝ᵥ (H k *ᵥ w) = (E n k : ℂ) * (star (u n k) ⬝ᵥ w) := by
  have h := Matrix.star_mulVec (H k) (u n k)
  rw [(F.hermitian k).eq, F.eigen] at h
  have hs : star ((E n k : ℂ) • u n k) = (E n k : ℂ) • star (u n k) := by
    funext i
    simp
  rw [Matrix.dotProduct_mulVec, ← h, hs, smul_dotProduct, smul_eq_mul]

/-- The connection is Hermitian: `conj A_nm = A_mn`. -/
theorem BandFrame.connection_hermitian (F : BandFrame H E u) (n m : β) (k : ℝ) :
    star (connection u n m k) = connection u m n k := by
  -- the overlap of two band states is constant
  have h := hasDerivAt_overlap (F.diff_u m k).hasDerivAt (F.diff_u n k).hasDerivAt
  rw [funext fun t => F.orthonormal t m n] at h
  have h0 := h.unique (hasDerivAt_const k _)
  have hs : star (star (u n k) ⬝ᵥ deriv (u m) k) = star (deriv (u m) k) ⬝ᵥ u n k := by
    simp only [dotProduct, star_sum, star_mul, Pi.star_apply, star_star]
  have hI : star Complex.I = -Complex.I := Complex.conj_I
  rw [connection, connection, star_mul, hs, hI]
  linear_combination (-Complex.I) * h0

/-- Velocity matrix elements between band states:
`⟨u_n, H' u_m⟩ = E_n' δ_nm + i (E_n - E_m) A_nm`. -/
theorem BandFrame.velocity_matrix_element (F : BandFrame H E u) (n m : β) (k : ℝ) :
    star (u n k) ⬝ᵥ (velocity H k *ᵥ u m k) =
      (if n = m then ((deriv (E n) k : ℝ) : ℂ) else 0)
        + Complex.I * ((E n k : ℂ) - (E m k : ℂ)) * connection u n m k := by
  -- differentiate both sides of the eigenvalue equation
  have h1 := F.hasDerivAt_apply m k
  have h2 : HasDerivAt (fun t => (E m t : ℂ) • u m t)
      (((deriv (E m) k : ℝ) : ℂ) • u m k + (E m k : ℂ) • deriv (u m) k) k :=
    hasDerivAt_pi.2 fun i => (F.differentiable_energy m k).hasDerivAt.ofReal_comp.fun_mul
      (hasDerivAt_pi.1 (F.diff_u m k).hasDerivAt i)
  rw [funext (F.eigen m)] at h1
  -- project on the band state `u n k`
  have h := congrArg (fun w => star (u n k) ⬝ᵥ w) (h1.unique h2)
  simp only [dotProduct_add, dotProduct_smul, smul_eq_mul, F.eigen_left, F.orthonormal] at h
  unfold connection
  by_cases hnm : n = m
  · subst hnm
    rw [if_pos rfl] at h ⊢
    linear_combination h
  · rw [if_neg hnm] at h ⊢
    linear_combination h - ((E n k : ℂ) - (E m k : ℂ)) *
      (star (u n k) ⬝ᵥ deriv (u m) k) * Complex.I_sq

/-- Between bands of different energy, `A_nm = ⟨u_n, H' u_m⟩ / (i (E_n - E_m))`. -/
theorem BandFrame.connection_eq_velocity_div (F : BandFrame H E u) {n m : β} {k : ℝ}
    (h : E n k ≠ E m k) :
    connection u n m k = (star (u n k) ⬝ᵥ (velocity H k *ᵥ u m k)) /
      (Complex.I * ((E n k : ℂ) - (E m k : ℂ))) := by
  have hnm : n ≠ m := by
    rintro rfl
    exact h rfl
  have hE : (E n k : ℂ) - (E m k : ℂ) ≠ 0 := sub_ne_zero.2 (by exact_mod_cast h)
  rw [F.velocity_matrix_element, if_neg hnm, zero_add,
    mul_div_cancel_left₀ _ (mul_ne_zero Complex.I_ne_zero hE)]

/-- Under a change of phases, `A_nm` becomes `exp(i (θ_m - θ_n)) (A_nm - θ_m' δ_nm)`. -/
theorem BandFrame.connection_rephase (F : BandFrame H E u) {θ : β → ℝ → ℝ}
    (hθ : ∀ n, Differentiable ℝ (θ n)) (n m : β) (k : ℝ) :
    connection (rephase θ u) n m k =
      Complex.exp (Complex.I * ((θ m k : ℂ) - (θ n k : ℂ))) *
        (connection u n m k - if n = m then ((deriv (θ m) k : ℝ) : ℂ) else 0) := by
  have hd : HasDerivAt (rephase θ u m) (Complex.exp (Complex.I * (θ m k : ℂ)) •
      (deriv (u m) k + (Complex.I * ((deriv (θ m) k : ℝ) : ℂ)) • u m k)) k := by
    refine hasDerivAt_pi.2 fun i => ?_
    have h := (((hθ m k).hasDerivAt.ofReal_comp).const_mul Complex.I).cexp.fun_mul
      (hasDerivAt_pi.1 (F.diff_u m k).hasDerivAt i)
    refine h.congr_deriv ?_
    simp only [Pi.smul_apply, Pi.add_apply, smul_eq_mul]
    ring
  have hc : star (Complex.exp (Complex.I * (θ n k : ℂ))) =
      Complex.exp (-(Complex.I * (θ n k : ℂ))) := by
    change starRingEnd ℂ _ = _
    rw [← Complex.exp_conj, map_mul, Complex.conj_I, Complex.conj_ofReal, neg_mul]
  have hs : star (rephase θ u n k) =
      Complex.exp (-(Complex.I * (θ n k : ℂ))) • star (u n k) := by
    funext i
    change star (Complex.exp (Complex.I * (θ n k : ℂ)) * u n k i) = _ * star (u n k i)
    rw [star_mul', hc]
  have he : Complex.exp (Complex.I * ((θ m k : ℂ) - (θ n k : ℂ))) =
      Complex.exp (-(Complex.I * (θ n k : ℂ))) * Complex.exp (Complex.I * (θ m k : ℂ)) := by
    rw [← Complex.exp_add]
    congr 1
    ring
  rw [connection, connection, hd.deriv, hs, he]
  simp only [smul_dotProduct, dotProduct_smul, dotProduct_add, smul_eq_mul, F.orthonormal]
  split_ifs
  · linear_combination (Complex.exp (-(Complex.I * (θ n k : ℂ))) *
      Complex.exp (Complex.I * (θ m k : ℂ)) * ((deriv (θ m) k : ℝ) : ℂ)) * Complex.I_sq
  · ring

/-- Under a change of phases, `A_nn` changes by `-θ_n'` and the moduli of the off-diagonal
elements are unchanged. -/
theorem BandFrame.gauge_change (F : BandFrame H E u) {θ : β → ℝ → ℝ}
    (hθ : ∀ n, Differentiable ℝ (θ n)) (k : ℝ) :
    (∀ n, connection (rephase θ u) n n k =
      connection u n n k - ((deriv (θ n) k : ℝ) : ℂ)) ∧
    (∀ n m, n ≠ m → ‖connection (rephase θ u) n m k‖ = ‖connection u n m k‖) := by
  refine ⟨fun n => ?_, fun n m hnm => ?_⟩
  · rw [F.connection_rephase hθ, if_pos rfl, sub_self, mul_zero, Complex.exp_zero, one_mul]
  · have hp : Complex.I * ((θ m k : ℂ) - (θ n k : ℂ)) =
        ((θ m k - θ n k : ℝ) : ℂ) * Complex.I := by
      push_cast
      ring
    rw [F.connection_rephase hθ, if_neg hnm, sub_zero, norm_mul, hp,
      Complex.norm_exp_ofReal_mul_I, one_mul]

/-- Under a change of phases, the generalized derivative of an off-diagonal element `A_nm`, at a
point where that element is differentiable, is multiplied by `exp(i (θ_m - θ_n))`. -/
theorem BandFrame.generalizedDeriv_rephase (F : BandFrame H E u) {θ : β → ℝ → ℝ}
    (hθ : ∀ n, Differentiable ℝ (θ n)) {n m : β} (hnm : n ≠ m) {k : ℝ}
    (hA : DifferentiableAt ℝ (connection u n m) k) :
    generalizedDeriv (rephase θ u) n m k =
      Complex.exp (Complex.I * ((θ m k : ℂ) - (θ n k : ℂ))) * generalizedDeriv u n m k := by
  have hpt : ∀ t, connection (rephase θ u) n m t =
      Complex.exp (Complex.I * ((θ m t : ℂ) - (θ n t : ℂ))) * connection u n m t := by
    intro t
    rw [F.connection_rephase hθ, if_neg hnm, sub_zero]
  have h := (((hθ m k).hasDerivAt.ofReal_comp.fun_sub
    (hθ n k).hasDerivAt.ofReal_comp).const_mul Complex.I).cexp.fun_mul hA.hasDerivAt
  have hd := h.deriv
  rw [← funext hpt] at hd
  -- the phase gradients cancel against the shifts of the diagonal connections
  rw [generalizedDeriv, generalizedDeriv, hd, hpt k, (F.gauge_change hθ k).1 n,
    (F.gauge_change hθ k).1 m]
  ring

/-- A two-band Hamiltonian: `k` times the identity plus a rotating traceless part. -/
def twoBandH (k : ℝ) : Matrix (Fin 2) (Fin 2) ℂ :=
  !![((k + Real.cos k ^ 2 - Real.sin k ^ 2 : ℝ) : ℂ), ((2 * Real.cos k * Real.sin k : ℝ) : ℂ);
     ((2 * Real.cos k * Real.sin k : ℝ) : ℂ), ((k - Real.cos k ^ 2 + Real.sin k ^ 2 : ℝ) : ℂ)]

/-- The energies `k + 1` and `k - 1`. -/
def twoBandE : Fin 2 → ℝ → ℝ := ![fun k => k + 1, fun k => k - 1]

/-- The rotating states `(cos k, sin k)` and `(-sin k, cos k)`. -/
def twoBandU : Fin 2 → ℝ → Fin 2 → ℂ :=
  ![fun k => ![((Real.cos k : ℝ) : ℂ), ((Real.sin k : ℝ) : ℂ)],
    fun k => ![((-Real.sin k : ℝ) : ℂ), ((Real.cos k : ℝ) : ℂ)]]

/-- The two-band model satisfies all the assumptions, and its element `A_01` is `-i` at every `k`.
-/
theorem bandFrame_witness : BandFrame twoBandH twoBandE twoBandU ∧
    ∀ k, connection twoBandU 0 1 k = -Complex.I := by
  have hof : ∀ f : ℝ → ℝ, Differentiable ℝ f → Differentiable ℝ (fun t => (f t : ℂ)) :=
    fun f hf t => (hf t).hasDerivAt.ofReal_comp.differentiableAt
  have hcs : ∀ k : ℝ, ((Real.cos k : ℝ) : ℂ) ^ 2 + ((Real.sin k : ℝ) : ℂ) ^ 2 = 1 := by
    intro k
    rw [← Complex.ofReal_pow, ← Complex.ofReal_pow, ← Complex.ofReal_add,
      Real.cos_sq_add_sin_sq, Complex.ofReal_one]
  refine ⟨⟨fun k => ?_, fun i j => ?_, fun n => ?_, fun k n m => ?_, fun n k => ?_⟩, fun k => ?_⟩
  · refine Matrix.ext fun i j => ?_
    fin_cases i <;> fin_cases j <;>
      simp [twoBandH, -Complex.ofReal_cos, -Complex.ofReal_sin]
  · fin_cases i <;> fin_cases j
    · exact hof (fun k => k + Real.cos k ^ 2 - Real.sin k ^ 2) (by fun_prop)
    · exact hof (fun k => 2 * Real.cos k * Real.sin k) (by fun_prop)
    · exact hof (fun k => 2 * Real.cos k * Real.sin k) (by fun_prop)
    · exact hof (fun k => k - Real.cos k ^ 2 + Real.sin k ^ 2) (by fun_prop)
  · refine differentiable_pi.2 fun i => ?_
    fin_cases n <;> fin_cases i
    · exact hof (fun k => Real.cos k) (by fun_prop)
    · exact hof (fun k => Real.sin k) (by fun_prop)
    · exact hof (fun k => -Real.sin k) (by fun_prop)
    · exact hof (fun k => Real.cos k) (by fun_prop)
  · have h := hcs k
    fin_cases n <;> fin_cases m <;>
      simp [twoBandU, dotProduct, Fin.sum_univ_two, -Complex.ofReal_cos, -Complex.ofReal_sin] <;>
      first | linear_combination h | ring
  · have h := hcs k
    funext i
    fin_cases n <;> fin_cases i <;>
      simp [twoBandH, twoBandU, twoBandE, Matrix.mulVec, dotProduct, Fin.sum_univ_two,
        -Complex.ofReal_cos, -Complex.ofReal_sin]
    · linear_combination ((Real.cos k : ℝ) : ℂ) * h
    · linear_combination ((Real.sin k : ℝ) : ℂ) * h
    · linear_combination ((Real.sin k : ℝ) : ℂ) * h
    · linear_combination (-((Real.cos k : ℝ) : ℂ)) * h
  · have hd : HasDerivAt (twoBandU 1)
        ![((-Real.cos k : ℝ) : ℂ), ((-Real.sin k : ℝ) : ℂ)] k := by
      refine hasDerivAt_pi.2 fun i => ?_
      fin_cases i
      · exact (Real.hasDerivAt_sin k).fun_neg.ofReal_comp
      · exact (Real.hasDerivAt_cos k).ofReal_comp
    have hb : star (twoBandU 0 k) ⬝ᵥ
        ![((-Real.cos k : ℝ) : ℂ), ((-Real.sin k : ℝ) : ℂ)] = -1 := by
      simp [twoBandU, dotProduct, Fin.sum_univ_two, -Complex.ofReal_cos, -Complex.ofReal_sin]
      linear_combination -(hcs k)
    rw [connection, hd.deriv, hb]
    ring

end InterbandConnection
```

```lean
#print axioms InterbandConnection.BandFrame.connection_hermitian
#print axioms InterbandConnection.BandFrame.velocity_matrix_element
#print axioms InterbandConnection.BandFrame.connection_eq_velocity_div
#print axioms InterbandConnection.BandFrame.generalizedDeriv_rephase
```

```
'InterbandConnection.BandFrame.connection_hermitian' depends on axioms: [propext, Classical.choice, Quot.sound]
'InterbandConnection.BandFrame.velocity_matrix_element' depends on axioms: [propext, Classical.choice, Quot.sound]
'InterbandConnection.BandFrame.connection_eq_velocity_div' depends on axioms: [propext, Classical.choice, Quot.sound]
'InterbandConnection.BandFrame.generalizedDeriv_rephase' depends on axioms: [propext, Classical.choice, Quot.sound]
```

## How the proof follows the derivation

`hasDerivAt_overlap` and `BandFrame.hasDerivAt_apply` are the product rules for the bracket and for $Hu_m$, proved by differentiating finite sums. `BandFrame.differentiable_energy` writes the energy as the real part of an expectation value, and `BandFrame.eigen_left` moves $H$ onto the left state.

In `BandFrame.connection_hermitian`, the overlap has both its product-rule derivative and derivative zero; uniqueness of derivatives equates them. `BandFrame.velocity_matrix_element` uses the same device on the two sides of the eigenvalue equation. It then projects on $u_n$, splits into $n=m$ and $n\ne m$, and finishes the algebra with `linear_combination`. `BandFrame.connection_eq_velocity_div` performs the division for unequal energies.

`BandFrame.connection_rephase` differentiates the rephased state and proves the full transformation law. `BandFrame.gauge_change` reads off its diagonal part and takes norms off the diagonal, where the phase factor has norm one. In `BandFrame.generalizedDeriv_rephase`, the hypothesis `hA` supplies differentiability of $A_{nm}$, which differentiable eigenvectors alone do not guarantee; `ring` then carries out the cancellation.

Finally, `bandFrame_witness` checks every `BandFrame` condition for the two-band model and proves $A_{01}=-i$ at all $k$, using $\cos^2k+\sin^2k=1$.
